# A high-frequency bound on first-order transitions under a smooth pulse

If the chance that a pulse excites a distant level is estimated from the time integral of the pulse's absolute strength, the estimate is the same for every level spacing at fixed coupling, and it misses the suppression that smooth switching brings. For a fixed pulse and a fixed coupling, integration by parts gives an upper bound that falls as the spacing grows, here for one transition at first order in the coupling.

```lean
import Mathlib

open MeasureTheory Filter Topology
open Complex (I)

noncomputable section

namespace HighFrequencyTransitions

/-- The overlap of the pulse shape `f` on the window from `0` to `T` with the oscillation
`exp (i ω t)` at the transition frequency. -/
def driveIntegral (f : ℝ → ℝ) (ω T : ℝ) : ℂ :=
  ∫ t in (0 : ℝ)..T, (f t : ℂ) * Complex.exp (I * ω * t)

/-- The sizes of the `k`-th derivative of the pulse at the two ends of the window, plus the
integral of the absolute value of the next derivative. -/
def roughness (k : ℕ) (f : ℝ → ℝ) (T : ℝ) : ℝ :=
  |iteratedDeriv k f 0| + |iteratedDeriv k f T| + ∫ t in (0 : ℝ)..T, |iteratedDeriv (k + 1) f t|

/-- `c` is a first-order transition amplitude: it starts at zero and obeys
`i ħ c' = V f(t) exp (i ω t)`, with `V` the coupling matrix element. -/
def IsFirstOrderAmplitude (ħ : ℝ) (V : ℂ) (f : ℝ → ℝ) (ω : ℝ) (c : ℝ → ℂ) : Prop :=
  c 0 = 0 ∧ Differentiable ℝ c ∧
    ∀ t : ℝ, I * ħ * deriv c t = V * ((f t : ℂ) * Complex.exp (I * ω * t))

/-- A continuous pulse times the oscillating phase is continuous in time. -/
theorem continuous_integrand {g : ℝ → ℝ} (hg : Continuous g) (ω : ℝ) :
    Continuous (fun t : ℝ => (g t : ℂ) * Complex.exp (I * ω * t)) :=
  (Complex.continuous_ofReal.comp hg).mul (by fun_prop)

/-- The oscillating phase has modulus one. -/
theorem norm_phase (ω t : ℝ) : ‖Complex.exp (I * ω * t)‖ = 1 := by
  have h : I * (ω : ℂ) * t = ((ω * t : ℝ) : ℂ) * I := by
    push_cast
    ring
  rw [h, Complex.norm_exp_ofReal_mul_I]

/-- One integration by parts trades a factor `i ω` for a time derivative of the pulse, up to
endpoint terms, for a differentiable pulse with continuous derivative. -/
theorem driveIntegral_by_parts {g : ℝ → ℝ} (hg : Differentiable ℝ g)
    (hg' : Continuous (deriv g)) (ω T : ℝ) :
    I * ω * driveIntegral g ω T =
      (g T : ℂ) * Complex.exp (I * ω * T) - (g 0 : ℂ) - driveIntegral (deriv g) ω T := by
  -- the product rule for pulse times phase
  have hF : ∀ t : ℝ, HasDerivAt (fun s : ℝ => (g s : ℂ) * Complex.exp (I * ω * s))
      (((deriv g t : ℝ) : ℂ) * Complex.exp (I * ω * t)
        + I * ω * ((g t : ℂ) * Complex.exp (I * ω * t))) t := by
    intro t
    have h1 := ((hg t).hasDerivAt).ofReal_comp
    have h2 : HasDerivAt (fun s : ℝ => (s : ℂ)) 1 t := by
      simpa using (hasDerivAt_id t).ofReal_comp
    exact (h1.fun_mul (h2.const_mul (I * (ω : ℂ))).cexp).congr_deriv (by ring)
  have i1 := (continuous_integrand hg' ω).intervalIntegrable (μ := volume) 0 T
  have i2 := (continuous_integrand hg.continuous ω).intervalIntegrable (μ := volume) 0 T
  -- integrate it over the window
  have h := intervalIntegral.integral_eq_sub_of_hasDerivAt (fun t _ => hF t)
    (i1.add (i2.const_mul (I * (ω : ℂ))))
  rw [intervalIntegral.integral_add i1 (i2.const_mul _),
    intervalIntegral.integral_const_mul] at h
  simp only [Complex.ofReal_zero, mul_zero, Complex.exp_zero, mul_one] at h
  unfold driveIntegral
  linear_combination h

/-- If a `k` times continuously differentiable pulse and its derivatives of order below `k`
vanish at both ends of the window, `k` integrations by parts leave no endpoint terms. -/
theorem driveIntegral_iterated (k : ℕ) {f : ℝ → ℝ} (ω T : ℝ) (hf : ContDiff ℝ (k : ℕ) f)
    (h0 : ∀ j < k, iteratedDeriv j f 0 = 0) (hT : ∀ j < k, iteratedDeriv j f T = 0) :
    (I * ω) ^ k * driveIntegral f ω T = (-1) ^ k * driveIntegral (iteratedDeriv k f) ω T := by
  induction k with
  | zero => simp [iteratedDeriv_zero]
  | succ k ih =>
    have ih' := ih (hf.of_le (by exact_mod_cast Nat.le_succ k))
      (fun j hj => h0 j (by omega)) (fun j hj => hT j (by omega))
    have step := driveIntegral_by_parts
      (hf.differentiable_iteratedDeriv k (by exact_mod_cast Nat.lt_succ_self k))
      (by rw [← iteratedDeriv_succ]; exact hf.continuous_iteratedDeriv (k + 1) le_rfl) ω T
    rw [← iteratedDeriv_succ, hT k (by omega), h0 k (by omega), Complex.ofReal_zero] at step
    linear_combination (I * (ω : ℂ)) * ih' + (-1) ^ k * step

/-- High-frequency bound, for `T ≥ 0`: if a `k + 1` times continuously differentiable pulse has
vanishing derivatives of every order below `k` at both ends of the window, its overlap with the
oscillation at `ω`, times `|ω| ^ (k + 1)`, is at most its roughness. -/
theorem high_frequency_bound (k : ℕ) {f : ℝ → ℝ} (ω : ℝ) {T : ℝ} (hT0 : 0 ≤ T)
    (hf : ContDiff ℝ (k + 1 : ℕ) f)
    (h0 : ∀ j < k, iteratedDeriv j f 0 = 0) (hT : ∀ j < k, iteratedDeriv j f T = 0) :
    |ω| ^ (k + 1) * ‖driveIntegral f ω T‖ ≤ roughness k f T := by
  have hrep := driveIntegral_iterated k ω T
    (hf.of_le (by exact_mod_cast Nat.le_succ k)) h0 hT
  -- the last integration by parts keeps its endpoint terms
  have step := driveIntegral_by_parts
    (hf.differentiable_iteratedDeriv k (by exact_mod_cast Nat.lt_succ_self k))
    (by rw [← iteratedDeriv_succ]; exact hf.continuous_iteratedDeriv (k + 1) le_rfl) ω T
  rw [← iteratedDeriv_succ] at step
  have key : (I * (ω : ℂ)) ^ (k + 1) * driveIntegral f ω T =
      (-1) ^ k * (((iteratedDeriv k f T : ℝ) : ℂ) * Complex.exp (I * ω * T)
        - ((iteratedDeriv k f 0 : ℝ) : ℂ) - driveIntegral (iteratedDeriv (k + 1) f) ω T) := by
    linear_combination (I * (ω : ℂ)) * hrep + (-1) ^ k * step
  have hrem : ‖driveIntegral (iteratedDeriv (k + 1) f) ω T‖ ≤
      ∫ t in (0 : ℝ)..T, |iteratedDeriv (k + 1) f t| := by
    unfold driveIntegral
    refine (intervalIntegral.norm_integral_le_integral_norm hT0).trans (le_of_eq ?_)
    simp only [norm_mul, norm_phase, mul_one, Complex.norm_real, Real.norm_eq_abs]
  calc |ω| ^ (k + 1) * ‖driveIntegral f ω T‖
      = ‖(I * (ω : ℂ)) ^ (k + 1) * driveIntegral f ω T‖ := by
        rw [norm_mul, norm_pow, norm_mul, Complex.norm_I, one_mul, Complex.norm_real,
          Real.norm_eq_abs]
    _ = ‖((iteratedDeriv k f T : ℝ) : ℂ) * Complex.exp (I * ω * T)
        - ((iteratedDeriv k f 0 : ℝ) : ℂ) - driveIntegral (iteratedDeriv (k + 1) f) ω T‖ := by
        rw [key, norm_mul, norm_pow, norm_neg, norm_one, one_pow, one_mul]
    _ ≤ ‖((iteratedDeriv k f T : ℝ) : ℂ) * Complex.exp (I * ω * T)‖
        + ‖((iteratedDeriv k f 0 : ℝ) : ℂ)‖
        + ‖driveIntegral (iteratedDeriv (k + 1) f) ω T‖ :=
        (norm_sub_le _ _).trans (add_le_add (norm_sub_le _ _) le_rfl)
    _ ≤ roughness k f T := by
        rw [norm_mul, norm_phase, mul_one, Complex.norm_real, Complex.norm_real,
          Real.norm_eq_abs, Real.norm_eq_abs]
        unfold roughness
        linarith

/-- For a continuous pulse and `ħ ≠ 0`, the drive integral up to time `t`, times `V / (i ħ)`,
is a first-order transition amplitude. -/
theorem isFirstOrderAmplitude_witness {ħ : ℝ} (hħ : ħ ≠ 0) (V : ℂ) {f : ℝ → ℝ}
    (hf : Continuous f) (ω : ℝ) :
    IsFirstOrderAmplitude ħ V f ω (fun t => V / (I * ħ) * driveIntegral f ω t) := by
  have hd : ∀ t : ℝ, HasDerivAt (fun s => V / (I * ħ) * driveIntegral f ω s)
      (V / (I * ħ) * ((f t : ℂ) * Complex.exp (I * ω * t))) t := fun t =>
    (((continuous_integrand hf ω).integral_hasStrictDerivAt 0 t).hasDerivAt).const_mul _
  have hne : I * (ħ : ℂ) ≠ 0 := mul_ne_zero Complex.I_ne_zero (by exact_mod_cast hħ)
  refine ⟨by simp [driveIntegral], fun t => (hd t).differentiableAt, fun t => ?_⟩
  rw [(hd t).deriv, ← mul_assoc, mul_div_cancel₀ V hne]

/-- Under the conditions of the high-frequency bound, with `ħ > 0` and `ω ≠ 0`, the first-order
transition probability at the end of the pulse is at most the square of
`|V|` times the roughness over `ħ |ω| ^ (k + 1)`. -/
theorem transition_probability_le (k : ℕ) {f : ℝ → ℝ} {ħ ω T : ℝ} {V : ℂ} {c : ℝ → ℂ}
    (hħ : 0 < ħ) (hω : ω ≠ 0) (hT0 : 0 ≤ T) (hf : ContDiff ℝ (k + 1 : ℕ) f)
    (h0 : ∀ j < k, iteratedDeriv j f 0 = 0) (hT : ∀ j < k, iteratedDeriv j f T = 0)
    (hc : IsFirstOrderAmplitude ħ V f ω c) :
    ‖c T‖ ^ 2 ≤ (‖V‖ * roughness k f T / (ħ * |ω| ^ (k + 1))) ^ 2 := by
  obtain ⟨hc0, hcd, hceq⟩ := hc
  -- integrate the equation of motion
  have hA : I * ħ * c T = V * driveIntegral f ω T := by
    have hd : ∀ t : ℝ, HasDerivAt (fun s => I * ħ * c s)
        (V * ((f t : ℂ) * Complex.exp (I * ω * t))) t := fun t =>
      ((hcd t).hasDerivAt.const_mul (I * (ħ : ℂ))).congr_deriv (hceq t)
    have h := intervalIntegral.integral_eq_sub_of_hasDerivAt (fun t _ => hd t)
      (((continuous_integrand hf.continuous ω).intervalIntegrable 0 T).const_mul V)
    rw [intervalIntegral.integral_const_mul, hc0, mul_zero, sub_zero] at h
    exact h.symm
  have hn : ħ * ‖c T‖ = ‖V‖ * ‖driveIntegral f ω T‖ := by
    have h := congrArg norm hA
    rwa [norm_mul, norm_mul, norm_mul, Complex.norm_I, one_mul, Complex.norm_real,
      Real.norm_of_nonneg hħ.le] at h
  have hpos : 0 < ħ * |ω| ^ (k + 1) := mul_pos hħ (pow_pos (abs_pos.mpr hω) _)
  refine pow_le_pow_left₀ (norm_nonneg _) ((le_div_iff₀ hpos).mpr ?_) 2
  calc ‖c T‖ * (ħ * |ω| ^ (k + 1))
      = ‖V‖ * (|ω| ^ (k + 1) * ‖driveIntegral f ω T‖) := by
        linear_combination |ω| ^ (k + 1) * hn
    _ ≤ ‖V‖ * roughness k f T :=
        mul_le_mul_of_nonneg_left (high_frequency_bound k ω hT0 hf h0 hT) (norm_nonneg _)

/-- Under the conditions of the high-frequency bound, the drive integral falls off faster than
`ω ^ (-k)` as the transition frequency grows. -/
theorem driveIntegral_decay (k : ℕ) {f : ℝ → ℝ} {T : ℝ} (hT0 : 0 ≤ T)
    (hf : ContDiff ℝ (k + 1 : ℕ) f)
    (h0 : ∀ j < k, iteratedDeriv j f 0 = 0) (hT : ∀ j < k, iteratedDeriv j f T = 0) :
    Tendsto (fun ω : ℝ => ω ^ k * ‖driveIntegral f ω T‖) atTop (𝓝 0) := by
  have hlim : Tendsto (fun ω : ℝ => roughness k f T / ω) atTop (𝓝 0) :=
    tendsto_const_nhds.div_atTop tendsto_id
  refine squeeze_zero' ?_ ?_ hlim
  · filter_upwards [eventually_gt_atTop (0 : ℝ)] with ω hω
    positivity
  · filter_upwards [eventually_gt_atTop (0 : ℝ)] with ω hω
    have h := high_frequency_bound k ω hT0 hf h0 hT
    rw [abs_of_pos hω] at h
    rw [le_div_iff₀ hω]
    calc ω ^ k * ‖driveIntegral f ω T‖ * ω = ω ^ (k + 1) * ‖driveIntegral f ω T‖ := by ring
      _ ≤ roughness k f T := h

/-- A rectangular pulse of unit height and length `π / ω`, with `ω > 0`, attains equality in the
high-frequency bound for `k = 0`. -/
theorem rectangular_pulse_sharp {ω : ℝ} (hω : 0 < ω) :
    |ω| ^ (0 + 1) * ‖driveIntegral (fun _ => 1) ω (Real.pi / ω)‖ =
      roughness 0 (fun _ => 1) (Real.pi / ω) := by
  have hd : deriv (fun _ : ℝ => (1 : ℝ)) = fun _ => 0 := by
    ext t
    simp
  have h := driveIntegral_by_parts (g := fun _ => 1) (differentiable_const _)
    (by rw [hd]; exact continuous_const) ω (Real.pi / ω)
  have hz : driveIntegral (fun _ => 0) ω (Real.pi / ω) = 0 := by simp [driveIntegral]
  -- the phase has turned by half a period at the end of the pulse
  have he : Complex.exp (I * ω * ((Real.pi / ω : ℝ) : ℂ)) = -1 := by
    have hωc : (ω : ℂ) ≠ 0 := by exact_mod_cast hω.ne'
    have harg : I * (ω : ℂ) * ((Real.pi / ω : ℝ) : ℂ) = Real.pi * I := by
      push_cast
      field_simp
    rw [harg, Complex.exp_pi_mul_I]
  rw [hd, hz, he, Complex.ofReal_one] at h
  have h2 : I * (ω : ℂ) * driveIntegral (fun _ => 1) ω (Real.pi / ω) = -2 := by
    linear_combination h
  have hn := congrArg norm h2
  rw [norm_mul, norm_mul, Complex.norm_I, one_mul, Complex.norm_real, Real.norm_eq_abs,
    norm_neg, Complex.norm_ofNat] at hn
  have hr : roughness 0 (fun _ => 1) (Real.pi / ω) = 2 := by
    norm_num [roughness, iteratedDeriv_one]
  rw [hr, zero_add, pow_one, hn]

end HighFrequencyTransitions
```

```lean
#print axioms HighFrequencyTransitions.high_frequency_bound
#print axioms HighFrequencyTransitions.transition_probability_le
#print axioms HighFrequencyTransitions.driveIntegral_decay
#print axioms HighFrequencyTransitions.rectangular_pulse_sharp
```

```
'HighFrequencyTransitions.high_frequency_bound' depends on axioms: [propext, Classical.choice, Quot.sound]
'HighFrequencyTransitions.transition_probability_le' depends on axioms: [propext, Classical.choice, Quot.sound]
'HighFrequencyTransitions.driveIntegral_decay' depends on axioms: [propext, Classical.choice, Quot.sound]
'HighFrequencyTransitions.rectangular_pulse_sharp' depends on axioms: [propext, Classical.choice, Quot.sound]
```

## The bound and its conditions

A pulse with real shape f(t) acts from time 0 to time T. Write f^(j) for its j-th derivative, with f^(0) = f, and let ω be the angular frequency of the transition. The overlap of the pulse with the oscillation at ω is

J(f) = ∫₀ᵀ f(t) exp(iωt) dt,

which the code calls `driveIntegral f ω T`. It is a Fourier integral over a finite window, with a plus sign in the exponent. The size that controls it is

R_k = |f^(k)(0)| + |f^(k)(T)| + ∫₀ᵀ |f^(k+1)(t)| dt,

called `roughness k f T`; neither name is a textbook term.

The theorem `high_frequency_bound` says that

|ω|^(k+1) |J(f)| ≤ R_k

whenever T ≥ 0, f is k+1 times continuously differentiable, and f^(j) vanishes at 0 and at T for every j < k. In Lean these conditions are `hT0`, `hf`, `h0` and `hT`, and `iteratedDeriv j f` stands for f^(j). The frequency may be any real number, so upward and downward transitions are both included.

Smoothness is required of f on the whole real line, although only its values in the window enter J(f). The physical pulse is f inside the window and zero outside, and the endpoint conditions say how smoothly it joins zero. For k = 0 there are none, and the pulse may switch on and off with a jump.

Since R_k does not contain ω, `driveIntegral_decay` follows for a fixed pulse: ω^k |J(f)| tends to zero as ω → +∞.

## From the overlap to a transition probability

Let the perturbation be a fixed operator times f(t), let V be its matrix element between the initial and final states, and let ω be the final energy minus the initial energy, divided by ħ. "High frequency" therefore refers to the level spacing, not to a carrier wave. If f contains a carrier, its derivatives enter R_k, and for a pulse of many cycles near resonance the bound shows no marked suppression below the time integral of |f|.

The predicate `IsFirstOrderAmplitude` says that the amplitude c is differentiable and satisfies

c(0) = 0,  iħ c′(t) = V f(t) exp(iωt).

For `ħ > 0` and `ω ≠ 0`, together with the conditions above, `transition_probability_le` gives

|c(T)|² ≤ ( |V| R_k / (ħ |ω|^(k+1)) )².

The step from the Schrödinger equation to this equation for c is assumed: the initial state's amplitude is set to one on the right-hand side and all others to zero. Nothing here estimates the higher orders.

In real-time simulations of driven electrons, the bound indicates how switching a pulse smoothly on and off limits the excitation across a large gap that is left when the pulse is over, as far as first-order theory for a single pair of states applies.

## Moving derivatives onto the pulse

For a differentiable g with continuous derivative, the product rule reads

d/dt [g(t) exp(iωt)] = g′(t) exp(iωt) + iω g(t) exp(iωt).

Integrating from 0 to T and rearranging gives

iω J(g) = g(T) exp(iωT) − g(0) − J(g′).

This is `driveIntegral_by_parts`. Its `hF` is the product rule, the fundamental theorem of calculus integrates it, and `continuous_integrand` supplies the integrability.

Now take g = f^(j) with j < k. Both endpoint terms vanish, so

iω J(f^(j)) = −J(f^(j+1)).

Doing this for j = 0, …, k−1 gives

(iω)^k J(f) = (−1)^k J(f^(k)).

The lemma `driveIntegral_iterated` proves this by induction on k. The inductive step multiplies the previous identity by iω and adds (−1)^k times the integration by parts for f^(k); the final `linear_combination` records exactly this.

One more integration by parts, with g = f^(k), keeps its endpoint terms:

(iω)^(k+1) J(f) = (−1)^k [ f^(k)(T) exp(iωT) − f^(k)(0) − J(f^(k+1)) ].

This is `key` in the main proof. Take the modulus of both sides. The left side becomes |ω|^(k+1) |J(f)|. On the right, (−1)^k and the phase have modulus one, the latter by `norm_phase`, and the triangle inequality leaves

|f^(k)(T)| + |f^(k)(0)| + |J(f^(k+1))|.

The last term is at most ∫₀ᵀ |f^(k+1)(t)| dt, which is `hrem`; this is where T ≥ 0 enters. The sum is then at most R_k, and the `calc` block follows the same chain.

For the probability, integrate the equation for c from 0 to T and use c(0) = 0:

iħ c(T) = V J(f),  hence  ħ |c(T)| = |V| |J(f)|.

These are `hA` and `hn`. Multiplying the second by |ω|^(k+1) and applying the main bound gives

ħ |ω|^(k+1) |c(T)| ≤ |V| R_k.

Dividing by the positive factor ħ |ω|^(k+1) and squaring finishes the argument. An amplitude of the required kind exists for every continuous pulse and ħ ≠ 0: `isFirstOrderAmplitude_witness` checks by differentiation that

c(t) = (V/(iħ)) ∫₀ᵗ f(s) exp(iωs) ds

satisfies the definition.

For the decay statement, dividing the main bound by ω > 0 gives

0 ≤ ω^k |J(f)| ≤ R_k/ω,

and the right side tends to zero. The proof squeezes the middle term with `squeeze_zero'`.

## Equality for a rectangular pulse

The smallest case, k = 0, includes the constant pulse f = 1. Choose ω > 0 and T = π/ω, so that the phase turns by half a period. Then

J(f) = (exp(iπ) − 1)/(iω) = −2/(iω),

and ω |J(f)| = 2. On the other side, R_0 = 1 + 1 + 0 = 2. The theorem `rectangular_pulse_sharp` proves this equality, so for k = 0 the bound cannot be improved by a constant factor. In first-order theory the corresponding probability is 4|V|²/(ħω)², the largest value that a rectangular pulse of unit height reaches at this ω as its length varies.
